# The Constant $Y_{00}$ in the Second-Order Zero-Point Energy of a Dunham Oscillator

If the zero-point energy of a diatomic molecule is taken from its fitted vibrational constants as $w/2 - wx/4$, it can be wrong by a constant that no vibrational line reveals, because a line measures the difference of two levels. The error passes into the well depth when that is obtained by adding the zero-point energy to a measured dissociation energy. For a purely quartic anharmonicity, half of the second-order correction is lost.

The missing constant is $Y_{00}$ in

$$G(v) = Y_{00} + w\left(v+\tfrac12\right) - wx\left(v+\tfrac12\right)^2 .$$

Here $G(v)$ is the energy of the vibrational level $v=0,1,2,\dots$ above the minimum of the potential, $w$ is the harmonic wavenumber, usually written $\omega_e$, and $wx$ is a single symbol for $\omega_e x_e$. With the rotational constant $B$ and the vibration-rotation constant $\alpha$, which describes how the effective rotational constant $B-\alpha(v+\frac12)$ changes with vibration, the claim is

$$Y_{00} = \frac B4+\frac{\alpha w}{12B}+\frac{(\alpha w)^2}{144B^3}-\frac{wx}{4} = \frac B8\left(3a_2-\frac{7a_1^2}{4}\right).$$

The numbers $a_1,a_2$ are the cubic and quartic coefficients of the potential in the reduced displacement $(r-r_e)/r_e$ from the equilibrium distance $r_e$, each divided by the quadratic coefficient. Both equalities hold to leading order in $B/w$.

## The zero-point energy by hand

Let $x=(r-r_e)/r_e$ be the reduced displacement from the equilibrium distance $r_e$. For a non-rotating molecule with $B,w>0$, the Hamiltonian in wavenumbers, with the potential cut off after its fourth-order term, is

$$H=-B\frac{d^2}{dx^2}+\frac{w^2}{4B}x^2(1+a_1x+a_2x^2).$$

Put $x=\lambda q$ with $\lambda^2w=2B$. Then

$$H=\frac w2\left[-\frac{d^2}{dq^2}+q^2+\lambda a_1q^3+\lambda^2a_2q^4\right].$$

Write $\psi'/\psi=-F$ with $F=q+\lambda f_1+\lambda^2f_2$, so that $\psi''/\psi=F^2-F'$. Let the energy be $\frac w2(1+\lambda e_1+\lambda^2e_2)$. The first two orders in $\lambda$ of the Schrödinger equation are

$$f_1'-2qf_1+a_1q^3=e_1,\qquad f_2'-2qf_2-f_1^2+a_2q^4=e_2 .$$

The first is solved by $f_1=\frac{a_1}{2}(q^2+1)$ with $e_1=0$. In the second, set $f_2=cq^3+dq$ and compare powers of $q$:

$$\begin{aligned}
q^4:&\quad -2c-\tfrac{a_1^2}{4}+a_2=0, & c&=\tfrac{a_2}{2}-\tfrac{a_1^2}{8},\\
q^2:&\quad 3c-2d-\tfrac{a_1^2}{2}=0, & d&=\tfrac{3a_2}{4}-\tfrac{7a_1^2}{16},\\
q^0:&\quad d-\tfrac{a_1^2}{4}=e_2, & e_2&=\tfrac{3a_2}{4}-\tfrac{11a_1^2}{16}.
\end{aligned}$$

Since $\frac w2\lambda^2=B$, the zero-point energy to this order is $w/2+Be_2$.

## The spectroscopic combination and the Morse case

Dunham's leading-order formulas are

$$\alpha=-\frac{6B^2(1+a_1)}{w},\qquad wx=-\frac32B\left(a_2-\frac{5a_1^2}{4}\right).$$

Thus $\alpha w=-6B^2(1+a_1)$, and the first three terms of the combination form a square:

$$\frac B4\left[1-2(1+a_1)+(1+a_1)^2\right]=\frac{Ba_1^2}{4}.$$

Adding $-wx/4=\frac{3B}{8}(a_2-\frac54a_1^2)$ gives $\frac B8(3a_2-\frac74a_1^2)$, as claimed. Moreover,

$$Y_{00}-\frac{wx}{4}=\frac B8\left(6a_2-\frac{22}{4}a_1^2\right)=Be_2,$$

so $G(0)$ is the energy found from the Schrödinger equation. Because $B\ne0$, this leading-order $Y_{00}$ vanishes if and only if $a_2=7a_1^2/12$.

For the Morse potential $D(1-e^{-Ax})^2$, with well depth $D$ and dimensionless range parameter $A$, put $y=Ax$. Expanding the exponentials in $1-2e^{-y}+e^{-2y}$ gives

$$(1-e^{-y})^2=y^2-y^3+\tfrac7{12}y^4+O(y^5).$$

Hence $w^2/(4B)=DA^2$, $a_1=-A$ and $a_2=7A^2/12$, which satisfy the condition for $Y_{00}=0$.

## Potential and constants in Lean

```lean
import Mathlib

open Polynomial

namespace DunhamZeroPoint

noncomputable section
```

All quantities are real numbers, with energies in one common unit such as wavenumbers.

```lean
/-- The Dunham potential `w² x² (1 + a₁ x + a₂ x²) / (4B)` through fourth order in the
reduced displacement `x`, for `B ≠ 0`. -/
def dunhamPotential (B w a₁ a₂ x : ℝ) : ℝ :=
  w ^ 2 / (4 * B) * x ^ 2 * (1 + a₁ * x + a₂ * x ^ 2)
```

This is the potential of $H$, cut off after fourth order. Its argument `x` is the reduced displacement, not the bond length.

```lean
/-- Dunham's vibration-rotation constant `α`, for `w ≠ 0`. -/
def alphaE (B w a₁ : ℝ) : ℝ := -6 * B ^ 2 * (1 + a₁) / w

/-- Dunham's anharmonicity constant `wx`. -/
def anharmonicity (B a₁ a₂ : ℝ) : ℝ := -(3 / 2) * B * (a₂ - 5 * a₁ ^ 2 / 4)
```

The two constants are defined by Dunham's leading-order expressions; they are not derived from the rotating molecule or from excited levels.

```lean
/-- The combination of the spectroscopic constants `B`, `w`, `α` and `wx` that is used
to estimate `Y00`, for `B ≠ 0`. -/
def spectroscopicY00 (B w α wx : ℝ) : ℝ :=
  B / 4 + α * w / (12 * B) + (α * w) ^ 2 / (144 * B ^ 3) - wx / 4
```

In `spectroscopicY00` the arguments `α` and `wx` are free, so measured constants could be inserted. The theorems insert Dunham's expressions.

## The ground state as a pair of polynomial equations

```lean
/-- First and second order of the Riccati equation for a ground state with logarithmic derivative
`-(q + λ f₁ + λ² f₂)` in the potential `q² + λ a₁ q³ + λ² a₂ q⁴`; `e₁` and `e₂` are the coefficients
of `λ` and `λ²` in the energy in units of `w/2`. -/
def IsGroundExpansion (a₁ a₂ e₁ e₂ : ℝ) (f₁ f₂ : ℝ[X]) : Prop :=
  derivative f₁ - C 2 * X * f₁ + C a₁ * X ^ 3 = C e₁ ∧
  derivative f₂ - C 2 * X * f₂ - f₁ ^ 2 + C a₂ * X ^ 4 = C e₂
```

`ℝ[X]` is the type of real polynomials; `X` stands for $q$, and `C` turns a number into a constant polynomial. The two conjuncts are the two order equations above. Normalisability is not part of the definition.

```lean
/-- The first-order polynomial `a₁ (q² + 1) / 2`. -/
def firstOrder (a₁ : ℝ) : ℝ[X] := C (a₁ / 2) * (X ^ 2 + 1)

/-- The second-order polynomial, with a cubic and a linear term in `q`. -/
def secondOrder (a₁ a₂ : ℝ) : ℝ[X] :=
  C (a₂ / 2 - a₁ ^ 2 / 8) * X ^ 3 + C (3 * a₂ / 4 - 7 * a₁ ^ 2 / 16) * X
```

These are the solutions $f_1$ and $f_2$ found by hand.

```lean
/-- The homogeneous order equation `g' - 2 q g = c` has only the polynomial solution
`g = 0`, with `c = 0`. -/
theorem homogeneous_unique {g : ℝ[X]} {c : ℝ}
    (h : derivative g - C 2 * X * g = C c) : g = 0 ∧ c = 0 := by
  have hg : g = 0 := by
    -- compare the coefficients one degree above the leading term of g
    have hc := congrArg (fun p : ℝ[X] => p.coeff (g.natDegree + 1)) h
    have hz : g.coeff (g.natDegree + 1 + 1) = 0 :=
      coeff_eq_zero_of_natDegree_lt (by omega)
    simp only [mul_assoc, coeff_sub, coeff_derivative, coeff_C_mul, coeff_X_mul,
      coeff_C_succ, hz, zero_mul] at hc
    have hl : g.leadingCoeff = 0 := by
      unfold leadingCoeff
      linarith
    exact leadingCoeff_eq_zero.mp hl
  refine ⟨hg, ?_⟩
  rw [hg, derivative_zero, mul_zero, sub_zero] at h
  exact C_eq_zero.mp h.symm
```

Two solutions of the same order equation differ by a polynomial $g$ with $g'-2qg=c$. If $g$ has degree $n$ and leading coefficient $g_n$, the coefficient of $q^{n+1}$ on the left is $-2g_n$, since $g'$ has lower degree. On the right it is zero. So $g=0$, and then $c=0$.

Smoothness of $g$ would not suffice here: $g=c\,e^{q^2}\int_0^q e^{-s^2}ds$ solves the equation for every $c$, and the energy correction would be arbitrary.

```lean
/-- The polynomial ground-state expansion exists and is unique: its first-order energy is zero and
the coefficient `e₂` of its second-order energy is `3a₂/4 - 11a₁²/16`. -/
theorem groundExpansion_iff (a₁ a₂ e₁ e₂ : ℝ) (f₁ f₂ : ℝ[X]) :
    IsGroundExpansion a₁ a₂ e₁ e₂ f₁ f₂ ↔
      f₁ = firstOrder a₁ ∧ f₂ = secondOrder a₁ a₂ ∧
        e₁ = 0 ∧ e₂ = 3 * a₂ / 4 - 11 * a₁ ^ 2 / 16 := by
  constructor
  · rintro ⟨h1, h2⟩
    -- subtract the explicit solution, order by order
    obtain ⟨g1, c1⟩ := homogeneous_unique (g := f₁ - firstOrder a₁) (c := e₁) (by
      apply Polynomial.funext
      intro q
      have h := congrArg (eval q) h1
      simp only [firstOrder, derivative_sub, derivative_add, derivative_mul, derivative_C,
        derivative_X_pow, derivative_one, eval_add, eval_sub, eval_mul, eval_pow, eval_X,
        eval_C, eval_one, eval_zero, Nat.cast_ofNat] at h ⊢
      linear_combination h)
    have hf := sub_eq_zero.mp g1
    subst hf
    obtain ⟨g2, c2⟩ := homogeneous_unique (g := f₂ - secondOrder a₁ a₂)
      (c := e₂ - (3 * a₂ / 4 - 11 * a₁ ^ 2 / 16)) (by
      apply Polynomial.funext
      intro q
      have h := congrArg (eval q) h2
      simp only [firstOrder, secondOrder, derivative_sub, derivative_add, derivative_mul,
        derivative_C, derivative_X_pow, derivative_X, eval_add, eval_sub, eval_mul,
        eval_pow, eval_X, eval_C, eval_one, eval_zero, Nat.cast_ofNat] at h ⊢
      linear_combination h)
    exact ⟨rfl, sub_eq_zero.mp g2, c1, sub_eq_zero.mp c2⟩
  · rintro ⟨rfl, rfl, rfl, rfl⟩
    constructor <;> apply Polynomial.funext <;> intro q <;>
      simp only [firstOrder, secondOrder, derivative_add, derivative_mul,
        derivative_C, derivative_X_pow, derivative_X, derivative_one, eval_add, eval_sub,
        eval_mul, eval_pow, eval_X, eval_C, eval_one, eval_zero, Nat.cast_ofNat] <;> ring
```

The equivalence says that the expansion exists, is unique and has the stated energies. In the forward direction, the explicit solution is subtracted from the given one, first for $f_1$ and then, with $f_1$ known, for $f_2$; `homogeneous_unique` makes both differences vanish. `Polynomial.funext` reduces each polynomial identity to its values at all $q$. The reverse direction is substitution.

## Return to the Schrödinger equation

```lean
/-- With `x = λ q`, `λ² w = 2B` and `B > 0`, a wave function built from the expansion obeys
the Schrödinger equation in the Dunham potential with energy `w/2 + B e₂`, up to an explicit
residual with prefactor `λ³`. -/
theorem schrodinger_residual {B w lam a₁ a₂ e₁ e₂ : ℝ} {f₁ f₂ : ℝ[X]} {ψ : ℝ → ℝ}
    (hB : 0 < B) (hl : lam ^ 2 * w = 2 * B) (h : IsGroundExpansion a₁ a₂ e₁ e₂ f₁ f₂)
    (hψ : ∀ q, HasDerivAt ψ (-(q + lam * f₁.eval q + lam ^ 2 * f₂.eval q) * ψ q) q)
    (q : ℝ) :
    -(w / 2) * deriv (deriv ψ) q + dunhamPotential B w a₁ a₂ (lam * q) * ψ q =
      (w / 2 + B * e₂ - w / 2 * lam ^ 3 *
        (2 * f₁.eval q * f₂.eval q + lam * f₂.eval q ^ 2)) * ψ q := by
  have he := ((groundExpansion_iff _ _ _ _ _ _).1 h).2.2.1
  have hw : w ^ 2 / (4 * B) * lam ^ 2 = w / 2 := by
    rw [div_mul_eq_mul_div, div_eq_iff (by positivity)]
    linear_combination w * hl
  have hV : dunhamPotential B w a₁ a₂ (lam * q) =
      w / 2 * q ^ 2 * (1 + a₁ * (lam * q) + a₂ * (lam * q) ^ 2) := by
    unfold dunhamPotential
    linear_combination q ^ 2 * (1 + a₁ * (lam * q) + a₂ * (lam * q) ^ 2) * hw
  -- the second derivative of the wave function
  have hd : deriv ψ = fun q => -(q + lam * f₁.eval q + lam ^ 2 * f₂.eval q) * ψ q :=
    funext fun q => (hψ q).deriv
  have hF : HasDerivAt (fun q => -(q + lam * f₁.eval q + lam ^ 2 * f₂.eval q))
      (-(1 + lam * (derivative f₁).eval q + lam ^ 2 * (derivative f₂).eval q)) q :=
    (((hasDerivAt_id' q).fun_add ((f₁.hasDerivAt q).const_mul lam)).fun_add
      ((f₂.hasDerivAt q).const_mul (lam ^ 2))).fun_neg
  have hdd : deriv (deriv ψ) q =
      -(1 + lam * (derivative f₁).eval q + lam ^ 2 * (derivative f₂).eval q) * ψ q +
      -(q + lam * f₁.eval q + lam ^ 2 * f₂.eval q) *
        (-(q + lam * f₁.eval q + lam ^ 2 * f₂.eval q) * ψ q) := by
    rw [hd]
    exact (hF.fun_mul (hψ q)).deriv
  have E1 := congrArg (eval q) h.1
  have E2 := congrArg (eval q) h.2
  simp only [eval_add, eval_sub, eval_mul, eval_pow, eval_X, eval_C] at E1 E2
  rw [hdd, hV]
  linear_combination ψ q * (w / 2 * lam * E1 + w / 2 * lam * he +
    w / 2 * lam ^ 2 * E2 + e₂ / 2 * hl)
```

The hypothesis `hψ` says that $\psi'=-F\psi$, and `lam` is $\lambda$. The conclusion is an identity at every $q$:

$$H\psi=\left[\frac w2+Be_2-\frac w2\lambda^3\left(2f_1f_2+\lambda f_2^2\right)\right]\psi .$$

The proof rescales the potential (`hV`), differentiates $\psi$ twice (`hdd`) and evaluates the order equations at $q$ (`E1`, `E2`). The final `linear_combination` adds them with weights $\frac w2\lambda$ and $\frac w2\lambda^2$, which cancels all orders below $\lambda^3$ apart from the energy.

The theorem neither shows that $\psi$ is normalisable nor bounds the norm of the residual, so this identity alone does not place an eigenvalue near $w/2+Be_2$. That step, from a formal expansion to the lowest level of a molecule, is the usual assumption of perturbation theory for small $\lambda$. The model also lets $x$ run over the whole line, although a bond length requires $x>-1$.

## $Y_{00}$ and the energy at $v=0$

```lean
/-- For nonzero `B` and `w`, the spectroscopic combination with Dunham's `α` and `wx`
equals `(B/8)(3a₂ - 7a₁²/4)`. -/
theorem spectroscopicY00_eq {B w : ℝ} (hB : B ≠ 0) (hw : w ≠ 0) (a₁ a₂ : ℝ) :
    spectroscopicY00 B w (alphaE B w a₁) (anharmonicity B a₁ a₂) =
      B / 8 * (3 * a₂ - 7 * a₁ ^ 2 / 4) := by
  have h : alphaE B w a₁ * w = -6 * B ^ 2 * (1 + a₁) := div_mul_cancel₀ _ hw
  unfold spectroscopicY00 anharmonicity
  rw [h]
  field_simp
  ring
```

The auxiliary fact `h` is $\alpha w=-6B^2(1+a_1)$; clearing denominators and expanding finishes the computation. Only $B\ne0$ and $w\ne0$ are required, which includes the physical case of positive constants.

The identity fails if $w=0$ is admitted. Take $B=1$ and $a_1=a_2=0$: Lean's convention for division by zero sets $\alpha=0$, so the left side is $1/4$ and the right side is $0$.

```lean
/-- For nonzero `B` and `w`, the second-order zero-point energy `w/2 + B e₂` equals
`Y00 + w (v + 1/2) - wx (v + 1/2)²` at `v = 0`, with `Y00` the spectroscopic combination. -/
theorem zeroPoint_eq_Y00 {B w a₁ a₂ e₁ e₂ : ℝ} {f₁ f₂ : ℝ[X]} (hB : B ≠ 0) (hw : w ≠ 0)
    (h : IsGroundExpansion a₁ a₂ e₁ e₂ f₁ f₂) :
    w / 2 + B * e₂ =
      spectroscopicY00 B w (alphaE B w a₁) (anharmonicity B a₁ a₂) +
        w * (1 / 2) - anharmonicity B a₁ a₂ * (1 / 2) ^ 2 := by
  rw [spectroscopicY00_eq hB hw, ((groundExpansion_iff _ _ _ _ _ _).1 h).2.2.2]
  unfold anharmonicity
  ring
```

This theorem ties the spectroscopic constant to the order equations. It inserts the closed form of $Y_{00}$ and the unique value of $e_2$, and compares the two sides at $v=0$; levels with $v\ge1$ do not enter. In electronic-structure work it bears on the conversion between a computed well depth and a dissociation energy, for a single non-rotating diatomic curve treated to second order.

```lean
/-- For nonzero `B` and `w`, `Y00` vanishes exactly when `a₂ = 7a₁²/12`. -/
theorem Y00_eq_zero_iff {B w : ℝ} (hB : B ≠ 0) (hw : w ≠ 0) (a₁ a₂ : ℝ) :
    spectroscopicY00 B w (alphaE B w a₁) (anharmonicity B a₁ a₂) = 0 ↔
      a₂ = 7 * a₁ ^ 2 / 12 := by
  rw [spectroscopicY00_eq hB hw]
  constructor
  · intro h
    have h' := (mul_eq_zero.mp h).resolve_left (div_ne_zero hB (by norm_num))
    linarith
  · rintro rfl
    ring
```

A product with the nonzero factor $B/8$ vanishes only if the other factor does, and this gives $a_2=7a_1^2/12$. The converse is substitution.

## The Morse coefficients

```lean
/-- For `B > 0`, `D ≥ 0`, `w² = 4BDA²` and `|Ax| ≤ 1/2`, the Morse potential differs from the
Dunham potential with `a₁ = -A`, `a₂ = 7A²/12` by at most `D |Ax|⁵`. -/
theorem morse_expansion {B D A w x : ℝ} (hB : 0 < B) (hD : 0 ≤ D)
    (hw : w ^ 2 = 4 * B * D * A ^ 2) (hx : |A * x| ≤ 1 / 2) :
    |D * (1 - Real.exp (-(A * x))) ^ 2 - dunhamPotential B w (-A) (7 * A ^ 2 / 12) x| ≤
      D * |A * x| ^ 5 := by
  -- Taylor bound for the exponential
  have key : ∀ t : ℝ, |t| ≤ 1 →
      |Real.exp t - (1 + t + t ^ 2 / 2 + t ^ 3 / 6 + t ^ 4 / 24)| ≤ |t| ^ 5 / 100 := by
    intro t ht
    have h := Real.exp_bound ht (n := 5) (by norm_num)
    have hs : ∑ m ∈ Finset.range 5, t ^ m / (m.factorial : ℝ) =
        1 + t + t ^ 2 / 2 + t ^ 3 / 6 + t ^ 4 / 24 := by
      norm_num [Finset.sum_range_succ, Nat.factorial]
    rw [hs] at h
    exact h.trans_eq (by norm_num [Nat.factorial]; ring)
  have core : ∀ y : ℝ, |y| ≤ 1 / 2 →
      |(1 - Real.exp (-y)) ^ 2 - y ^ 2 * (1 - y + 7 / 12 * y ^ 2)| ≤ |y| ^ 5 := by
    intro y hy
    have a2 : |-(2 * y)| = 2 * |y| := by rw [abs_neg, abs_mul, abs_two]
    have h1 := key (-y) (by rw [abs_neg]; linarith)
    have h2 := key (-(2 * y)) (by rw [a2]; linarith)
    have hE : Real.exp (-(2 * y)) = Real.exp (-y) ^ 2 := by
      rw [sq, ← Real.exp_add]
      congr 1
      ring
    rw [abs_neg, abs_le] at h1
    rw [a2, hE, abs_le] at h2
    have hp := pow_nonneg (abs_nonneg y) 5
    rw [abs_le]
    constructor <;> linarith [h1.1, h1.2, h2.1, h2.2]
  have hc : w ^ 2 / (4 * B) = D * A ^ 2 := by
    rw [div_eq_iff (by positivity)]
    linear_combination hw
  have he : D * (1 - Real.exp (-(A * x))) ^ 2 -
      dunhamPotential B w (-A) (7 * A ^ 2 / 12) x =
      D * ((1 - Real.exp (-(A * x))) ^ 2 -
        (A * x) ^ 2 * (1 - A * x + 7 / 12 * (A * x) ^ 2)) := by
    unfold dunhamPotential
    rw [hc]
    ring
  rw [he, abs_mul, abs_of_nonneg hD]
  exact mul_le_mul_of_nonneg_left (core _ hx) hD
```

The hypothesis `hw` matches the harmonic force constants, $w^2=4BDA^2$. The lemma `key` bounds the remainder of the exponential series after fourth order by $|t|^5/100$ for $|t|\le1$. In `core` it is applied at $t=-y$ and $t=-2y$, which is why $|y|\le\frac12$ is assumed. The two remainders add up to at most

$$\frac{2|y|^5+32|y|^5}{100}\le|y|^5 ,$$

and multiplication by $D$ gives the stated bound.

```lean
/-- For nonzero `B` and `w`, `Y00` is zero for the Morse coefficients
`a₁ = -A`, `a₂ = 7A²/12`. -/
theorem morse_Y00 {B w : ℝ} (hB : B ≠ 0) (hw : w ≠ 0) (A : ℝ) :
    spectroscopicY00 B w (alphaE B w (-A)) (anharmonicity B (-A) (7 * A ^ 2 / 12)) = 0 :=
  (Y00_eq_zero_iff hB hw _ _).2 (by ring)

end

end DunhamZeroPoint
```

The Morse coefficients satisfy the criterion of `Y00_eq_zero_iff`, since $7(-A)^2/12=7A^2/12$. The statement concerns the second-order constant of the quartic with these coefficients. It agrees with the familiar Morse level formula, which has no constant term.

```lean
#print axioms DunhamZeroPoint.schrodinger_residual
-- 'DunhamZeroPoint.schrodinger_residual' depends on axioms: [propext, Classical.choice, Quot.sound]
#print axioms DunhamZeroPoint.zeroPoint_eq_Y00
-- 'DunhamZeroPoint.zeroPoint_eq_Y00' depends on axioms: [propext, Classical.choice, Quot.sound]
#print axioms DunhamZeroPoint.morse_expansion
-- 'DunhamZeroPoint.morse_expansion' depends on axioms: [propext, Classical.choice, Quot.sound]
#print axioms DunhamZeroPoint.morse_Y00
-- 'DunhamZeroPoint.morse_Y00' depends on axioms: [propext, Classical.choice, Quot.sound]
```
